# N electrons shared in whole numbers between two non-interacting fragments have a split of lowest energy

Two separated fragments A and B share `N` electrons, each holding a whole number of them, and the total energy is the sum `EA m + EB n` with no interaction term. The theorem says that some split with `m + n = N` has an energy no higher than that of any other split of the same total. The functions `EA` and `EB` are arbitrary real functions of the electron number, with no convexity assumed, and the lowest split need not be unique. The attempt takes the finite set of pairs of natural numbers that add up to `N` and picks a pair of least energy with `Finset.exists_min_image`.

In Lean, a first try:

```lean
import Mathlib

namespace ExistsGroundSplit

noncomputable section

/-- The split with `a` electrons on fragment A and `b` on fragment B has the lowest energy among
all splits of the same total number of electrons between the separated fragments. -/
def IsGroundSplit (EA EB : ℕ → ℝ) (a b : ℕ) : Prop :=
  ∀ m n, m + n = a + b → EA a + EB b ≤ EA m + EB n

/-- For any fragment energies, `N` electrons have a split of lowest energy. -/
theorem exists_groundSplit (EA EB : ℕ → ℝ) (N : ℕ) :
    ∃ m n, m + n = N ∧ IsGroundSplit EA EB m n := by
  obtain ⟨p, hp, hmin⟩ := Finset.exists_min_image (Finset.antidiagonal N)
    (fun p => EA p.1 + EB p.2) ⟨(0, N), by simp⟩
  have hs := Finset.mem_antidiagonal.1 hp
  exact ⟨p.1, p.2, hs, fun m n h => hmin (m, n) (Finset.mem_antidiagonal.2 (h.trans hs))⟩

end

end ExistsGroundSplit
```

Messages:

```
Main.lean:15:71: error: Application type mismatch: The argument
  N
has type
  ℕ
of sort `Type` but is expected to have type
  Set.IsPWO ?m.18
of sort `Prop` in the application
  Finset.antidiagonal N
Main.lean:16:40: error: unsolved goals
EA EB : ℕ → ℝ
N : ℕ
⊢ (0, N) ∈ sorry ()
```

Diagnosis. The first message says that `Finset.antidiagonal` here expects a proof of `Set.IsPWO`, that a set is partially well-ordered, as the argument where the attempt gives the number `N`. So the name does not refer to a function that takes `N` and returns the pairs with sum `N`. The second error follows from the first: Lean put `sorry` in place of the set it could not build, and `simp` cannot show that `(0, N)` belongs to it.

The repair does without pairs. It minimises `EA k + EB (N - k)` over `k` in `Finset.range (N + 1)`, that is, from 0 to `N`, and `simp` can show that 0 is in this range. Since `k < N + 1`, the subtraction is not cut off at zero, and `omega` proves `k + (N - k) = N`. For any competing split `m`, `n`, `omega` shows that `m` is in the range and that `N - m = n`. Rewriting with this equation turns the minimum property into the required inequality. The added comment is mere tidying.

The repair, with which the file compiles:

```diff
@@ -13,8 +13,13 @@
 theorem exists_groundSplit (EA EB : ℕ → ℝ) (N : ℕ) :
     ∃ m n, m + n = N ∧ IsGroundSplit EA EB m n := by
-  obtain ⟨p, hp, hmin⟩ := Finset.exists_min_image (Finset.antidiagonal N)
-    (fun p => EA p.1 + EB p.2) ⟨(0, N), by simp⟩
-  have hs := Finset.mem_antidiagonal.1 hp
-  exact ⟨p.1, p.2, hs, fun m n h => hmin (m, n) (Finset.mem_antidiagonal.2 (h.trans hs))⟩
+  -- minimise over the finitely many electron numbers of fragment A
+  obtain ⟨k, hk, hmin⟩ := Finset.exists_min_image (Finset.range (N + 1))
+    (fun k => EA k + EB (N - k)) ⟨0, by simp⟩
+  have hkN : k < N + 1 := Finset.mem_range.1 hk
+  refine ⟨k, N - k, by omega, fun m n h => ?_⟩
+  have hm := hmin m (Finset.mem_range.2 (by omega))
+  have hn : N - m = n := by omega
+  simp only [hn] at hm
+  exact hm
 
 end
```
